# Interband action of position from the k-derivative of an eigenvector, for finite matrices

Let $H(k)u(k)=e(k)u(k)$ hold near $k_0$, with a finite complex matrix $H$, a vector $u$ and a scalar $e$ that are all differentiable at $k_0$. Let $P_c$ be an idempotent matrix that commutes with $H(k_0)$ and satisfies $P_cu(k_0)=0$, and let $H(k_0)-e(k_0)$ be injective on the range of $P_c$. If a matrix $X$ satisfies

$$P_cH'u=i\,P_c[H,X]u \quad\text{at } k_0, \tag{1}$$

then, at $k_0$,

$$(H-e)P_cu'=-P_cH'u,\qquad i\,P_cu'=P_cXu. \tag{2}$$

Primes denote derivatives at $k_0$, and $[H,X]=HX-XH$.

In a crystal, $u$ is the cell-periodic part of a Bloch state, $P_c$ projects on the empty states and $X$ stands for position along the direction of $k$. Multiplication by $x$ takes a periodic function out of the space of periodic functions, so $P_cxu$ needs another definition. In density functional perturbation theory, (2) obtains this vector from a linear equation; here that is shown for finite matrices. The response to a uniform field is then derived without the self-consistent change of the potential.

Condition (1) is assumed. It stands for the relation $H'=i[H,x]$, which follows formally from $H(k)=e^{-ikx}H(0)e^{ikx}$, and keeps only the part that leads from $u$ into the range of $P_c$.

```lean
import Mathlib

open Matrix Filter Topology

namespace ElectricFieldPerturbation

variable {n : Type*} [Fintype n]
```

## A differentiable band

The structure `BandDeriv` collects the data of one band. Its field `eig` says that the eigenvalue equation holds for all $k$ in some neighbourhood of $k_0$; at $k_0$ alone it could not be differentiated. The other fields give the derivatives, entry by entry, so the basis is fixed and does not depend on $k$. The parameter $k$ is real, one component of the wave vector. In the code `*ᵥ` applies a matrix to a vector, and `•` multiplies by a scalar.

Neither Hermiticity of $H$ nor normalisation of $u$ is required, and $e$ may be complex.

```lean
/-- A band `H(k) u(k) = e(k) u(k)` near `k₀`, where the matrix, the vector and the energy have
the derivatives `H'`, `u'` and `e'` at `k₀`. -/
structure BandDeriv (H : ℝ → Matrix n n ℂ) (u : ℝ → n → ℂ) (e : ℝ → ℂ)
    (H' : Matrix n n ℂ) (u' : n → ℂ) (e' : ℂ) (k₀ : ℝ) : Prop where
  eig : ∀ᶠ k in 𝓝 k₀, H k *ᵥ u k = e k • u k
  dH : ∀ i j, HasDerivAt (fun k => H k i j) (H' i j) k₀
  du : ∀ i, HasDerivAt (fun k => u k i) (u' i) k₀
  de : HasDerivAt e e' k₀
```

Component $i$ of the eigenvalue equation reads $\sum_jH_{ij}u_j=e\,u_i$. The product rule on both sides gives

$$H'u+Hu'=e'u+eu'. \tag{3}$$

In the proof, `hL` and `hR` are the derivatives of the two sides. The sides agree near $k_0$, and a function has only one derivative at a point, so the derivatives are equal.

```lean
variable {H : ℝ → Matrix n n ℂ} {u : ℝ → n → ℂ} {e : ℝ → ℂ}
  {H' X Pc : Matrix n n ℂ} {u' : n → ℂ} {e' : ℂ} {k₀ : ℝ}

/-- The first-order eigenvalue equation of a differentiable band:
`H' u + H u' = e' u + e u'` at `k₀`. -/
theorem first_order_equation (hb : BandDeriv H u e H' u' e' k₀) :
    H' *ᵥ u k₀ + H k₀ *ᵥ u' = e' • u k₀ + e k₀ • u' := by
  funext i
  have hL : HasDerivAt (fun k => ∑ j, H k i j * u k j)
      (∑ j, (H' i j * u k₀ j + H k₀ i j * u' j)) k₀ :=
    HasDerivAt.fun_sum fun j _ => (hb.dH i j).fun_mul (hb.du j)
  have hR : HasDerivAt (fun k => e k * u k i) (e' * u k₀ i + e k₀ * u' i) k₀ :=
    hb.de.fun_mul (hb.du i)
  have hEq : (fun k => ∑ j, H k i j * u k j) =ᶠ[𝓝 k₀] fun k => e k * u k i :=
    hb.eig.mono fun k hk => by
      simpa [Matrix.mulVec, dotProduct] using congrFun hk i
  -- both sides of the eigenvalue equation have the same derivative
  have h := hL.unique (hR.congr_of_eventuallyEq hEq)
  simpa [Matrix.mulVec, dotProduct, Finset.sum_add_distrib] using h
```

## The Sternheimer equation

Because $P_cH=HP_c$ at $k_0$, the projector can be moved through the Hamiltonian: $HP_cv=P_cHv$ for every vector $v$.

```lean
/-- If `Pc` commutes with a matrix `A`, projecting before or after the action of `A` on a
vector gives the same result. -/
theorem projector_commutes {A : Matrix n n ℂ} (hc : Pc * A = A * Pc) (v : n → ℂ) :
    A *ᵥ (Pc *ᵥ v) = Pc *ᵥ (A *ᵥ v) := by
  rw [Matrix.mulVec_mulVec, Matrix.mulVec_mulVec, hc]
```

Apply $P_c$ to (3). The term $e'P_cu$ vanishes, which leaves $P_cH'u+HP_cu'=eP_cu'$, or

$$(H-e)P_cu'=-P_cH'u.$$

The slope $e'$ has dropped out. This step uses neither idempotency nor injectivity, nor any relation between $H'$ and $X$.

```lean
/-- The Sternheimer equation `(H - e) Pc u' = -Pc H' u` of a differentiable band at `k₀`, for a
matrix `Pc` that commutes with `H(k₀)` and annihilates `u(k₀)`. -/
theorem sternheimer (hb : BandDeriv H u e H' u' e' k₀)
    (hc : Pc * H k₀ = H k₀ * Pc) (hu : Pc *ᵥ u k₀ = 0) :
    H k₀ *ᵥ (Pc *ᵥ u') - e k₀ • (Pc *ᵥ u') = -(Pc *ᵥ (H' *ᵥ u k₀)) := by
  have h := congrArg (fun v => Pc *ᵥ v) (first_order_equation hb)
  -- the term with e' drops out because Pc u = 0
  simp only [Matrix.mulVec_add, Matrix.mulVec_smul, hu, smul_zero, zero_add] at h
  rw [projector_commutes hc]
  linear_combination (norm := module) h
```

## From the commutator to position

On an eigenvector, the commutator contains the same operator $H-e$:

$$P_c[H,X]u=P_cHXu-P_cXHu=HP_cXu-e\,P_cXu=(H-e)P_cXu.$$

The lemma states this for any matrix $A$ with an eigenvector $v$ and eigenvalue $a$.

```lean
/-- On an eigenvector `v` of `A` with eigenvalue `a`, the projected commutator is
`Pc [A, X] v = (A - a) Pc X v` if `Pc` commutes with `A`. -/
theorem projected_commutator {A : Matrix n n ℂ} {v : n → ℂ} {a : ℂ}
    (hc : Pc * A = A * Pc) (hv : A *ᵥ v = a • v) :
    Pc *ᵥ ((A * X - X * A) *ᵥ v) = A *ᵥ (Pc *ᵥ (X *ᵥ v)) - a • (Pc *ᵥ (X *ᵥ v)) := by
  rw [projector_commutes hc, Matrix.sub_mulVec, ← Matrix.mulVec_mulVec,
    ← Matrix.mulVec_mulVec, hv, Matrix.mulVec_smul, Matrix.mulVec_sub, Matrix.mulVec_smul]
```

Insert (1) into the Sternheimer equation:

$$(H-e)P_cu'=-i\,P_c[H,X]u=-i\,(H-e)P_cXu.$$

Multiplication by $i$ gives $(H-e)(i\,P_cu')=(H-e)P_cXu$, which is `h3` in the proof. The difference

$$d=i\,P_cu'-P_cXu$$

therefore satisfies $Hd=ed$. It also satisfies $P_cd=d$, because $P_c^2=P_c$. Injectivity then gives $d=0$, which is the second equation in (2).

In the theorem, `hinj` expresses injectivity: a vector $w$ with $P_cw=w$ and $Hw=ew$ is zero. Physically, no state in the range of $P_c$ is degenerate with the band at $k_0$. The hypothesis `hX` is condition (1). The last two bullets of the proof check $P_cd=d$ and $Hd=ed$.

```lean
/-- Let the idempotent `Pc` commute with `H(k₀)`, annihilate `u(k₀)` and have no eigenvector of
energy `e(k₀)` in its range. If the band `H(k) u(k) = e(k) u(k)` is differentiable at `k₀` and
`Pc H' u = i Pc [H, X] u` there, then `(H - e) Pc u' = -Pc H' u` and `i Pc u' = Pc X u` there. -/
theorem position_from_k_derivative (hb : BandDeriv H u e H' u' e' k₀)
    (hP : Pc * Pc = Pc) (hc : Pc * H k₀ = H k₀ * Pc) (hu : Pc *ᵥ u k₀ = 0)
    (hinj : ∀ w, Pc *ᵥ w = w → H k₀ *ᵥ w = e k₀ • w → w = 0)
    (hX : Pc *ᵥ (H' *ᵥ u k₀) =
      Complex.I • (Pc *ᵥ ((H k₀ * X - X * H k₀) *ᵥ u k₀))) :
    H k₀ *ᵥ (Pc *ᵥ u') - e k₀ • (Pc *ᵥ u') = -(Pc *ᵥ (H' *ᵥ u k₀)) ∧
      Complex.I • (Pc *ᵥ u') = Pc *ᵥ (X *ᵥ u k₀) := by
  have hS := sternheimer hb hc hu
  refine ⟨hS, ?_⟩
  have hPP : ∀ v, Pc *ᵥ (Pc *ᵥ v) = Pc *ᵥ v := fun v => by
    rw [Matrix.mulVec_mulVec, hP]
  rw [hX, projected_commutator hc hb.eig.self_of_nhds] at hS
  -- i Pc u' and Pc X u have the same image under H - e
  have h3 : Complex.I • (H k₀ *ᵥ (Pc *ᵥ u') - e k₀ • (Pc *ᵥ u')) =
      H k₀ *ᵥ (Pc *ᵥ (X *ᵥ u k₀)) - e k₀ • (Pc *ᵥ (X *ᵥ u k₀)) := by
    rw [hS, smul_neg, smul_smul, Complex.I_mul_I, neg_smul, one_smul, neg_neg]
  refine sub_eq_zero.mp (hinj _ ?_ ?_)
  · rw [Matrix.mulVec_sub, Matrix.mulVec_smul, hPP, hPP]
  · rw [Matrix.mulVec_sub, Matrix.mulVec_smul]
    linear_combination (norm := module) h3
```

## What the full commutator would require

If $H'=i[H,X]$ holds as a matrix equation, then (1) follows by applying both sides to $u$ and projecting, and the position formula holds again.

```lean
/-- Let the idempotent `Pc` commute with `H(k₀)`, annihilate `u(k₀)` and have no eigenvector of
energy `e(k₀)` in its range. If the band `H(k) u(k) = e(k) u(k)` is differentiable at `k₀` and
`H' = i [H, X]` there, then `i Pc u' = Pc X u` at `k₀`. -/
theorem position_of_full_commutator (hb : BandDeriv H u e H' u' e' k₀)
    (hP : Pc * Pc = Pc) (hc : Pc * H k₀ = H k₀ * Pc) (hu : Pc *ᵥ u k₀ = 0)
    (hinj : ∀ w, Pc *ᵥ w = w → H k₀ *ᵥ w = e k₀ • w → w = 0)
    (hfull : H' = Complex.I • (H k₀ * X - X * H k₀)) :
    Complex.I • (Pc *ᵥ u') = Pc *ᵥ (X *ᵥ u k₀) :=
  (position_from_k_derivative hb hP hc hu hinj
    (by rw [hfull, Matrix.smul_mulVec, Matrix.mulVec_smul])).2
```

Taking this stronger relation as the general hypothesis is a mistake that the derivation does not reveal, since every step still goes through. For finite matrices it excludes every band of a Hermitian $H$ with non-zero slope at $k_0$. Let $v$ be a left eigenvector, $v^TH=e\,v^T$ at $k_0$, with $v^Tu\neq0$. Then

$$v^TH'u=i\,(v^THXu-v^TXHu)=i\,(e\,v^TXu-e\,v^TXu)=0.$$

Multiplying (3) by $v^T$ from the left cancels the terms in $u'$ and leaves $e'\,v^Tu=0$, hence $e'=0$. For Hermitian $H$ and $u\neq0$ one can take $v=u^*$, so the band has zero slope at $k_0$. In the crystal the argument fails where $H$ acts to the left: $xu$ is not a periodic function, so boundary terms remain in the integral over a cell.

In Lean, `v ᵥ* H k₀` is the row vector $v^TH$, and `⬝ᵥ` is the sum of products without complex conjugation. The proof obtains the vanishing commutator element as `h1` and combines it with the first-order equation.

```lean
/-- Let `H(k) u(k) = e(k) u(k)` be a band of finite matrices, differentiable at `k₀`. If
`H' = i [H, X]` holds at `k₀`, and a left eigenvector `v` of `H(k₀)` with energy `e(k₀)` has
non-zero overlap with `u(k₀)`, then the band slope `e'` vanishes. -/
theorem full_commutator_flat (hb : BandDeriv H u e H' u' e' k₀) {v : n → ℂ}
    (hv : v ᵥ* H k₀ = e k₀ • v) (hvu : v ⬝ᵥ u k₀ ≠ 0)
    (hfull : H' = Complex.I • (H k₀ * X - X * H k₀)) : e' = 0 := by
  have hL : ∀ w, v ⬝ᵥ (H k₀ *ᵥ w) = e k₀ * (v ⬝ᵥ w) := fun w => by
    rw [Matrix.dotProduct_mulVec, hv, smul_dotProduct, smul_eq_mul]
  -- the diagonal element of the commutator is zero
  have h1 : v ⬝ᵥ (H' *ᵥ u k₀) = 0 := by
    rw [hfull, Matrix.smul_mulVec, dotProduct_smul, Matrix.sub_mulVec,
      ← Matrix.mulVec_mulVec, ← Matrix.mulVec_mulVec, hb.eig.self_of_nhds,
      Matrix.mulVec_smul, dotProduct_sub, hL, dotProduct_smul]
    simp only [smul_eq_mul, sub_self, mul_zero]
  have h2 := congrArg (fun w => v ⬝ᵥ w) (first_order_equation hb)
  simp only [dotProduct_add, dotProduct_smul, smul_eq_mul, h1, hL, zero_add] at h2
  have h3 : e' * (v ⬝ᵥ u k₀) = 0 := by linear_combination -h2
  exact (mul_eq_zero.mp h3).resolve_right hvu
```

## Response to a uniform field

Now let the field strength $F$ be the parameter, with Hamiltonian $H(k_0)+FX$; the charge is absorbed in the sign and unit of $F$. Let $\varphi(F)$ be an eigenvector with energy $\varepsilon(F)$, both differentiable at $F=0$, where $\varphi(0)=u(k_0)$ and $\varepsilon(0)=e(k_0)$. The derivative of the Hamiltonian is $X$, so the Sternheimer equation for this family, followed by (2), gives

$$(H-e)P_c\varphi'=-P_cXu=-i\,P_cu'.$$

This divides the calculation into two linear problems with the same operator: the first yields $P_cu'$ from $H'u$, and the second uses $P_cu'$ as its source. The matrix $X$ no longer appears on the right.

The hypothesis `hφ` is a second instance of `BandDeriv`, with $F$ in place of $k$ and $X$ in place of $H'$. The existence of the differentiable branch $\varphi(F)$ is assumed. The perturbation is the bare field term, so changes of the Hartree and exchange-correlation potentials are absent.

```lean
/-- Under the hypotheses of `position_from_k_derivative`, let `φ(F)` be a differentiable
eigenvector of `H(k₀) + F X` that starts from `u(k₀)` with energy `e(k₀)` at `F = 0`. Its
derivative `φ'` at `F = 0` obeys `(H - e) Pc φ' = -i Pc u'`. -/
theorem field_response (hb : BandDeriv H u e H' u' e' k₀)
    (hP : Pc * Pc = Pc) (hc : Pc * H k₀ = H k₀ * Pc) (hu : Pc *ᵥ u k₀ = 0)
    (hinj : ∀ w, Pc *ᵥ w = w → H k₀ *ᵥ w = e k₀ • w → w = 0)
    (hX : Pc *ᵥ (H' *ᵥ u k₀) =
      Complex.I • (Pc *ᵥ ((H k₀ * X - X * H k₀) *ᵥ u k₀)))
    {φ : ℝ → n → ℂ} {ε : ℝ → ℂ} {φ' : n → ℂ} {ε' : ℂ}
    (hφ : BandDeriv (fun F => H k₀ + (F : ℂ) • X) φ ε X φ' ε' 0)
    (hφ0 : φ 0 = u k₀) (hε0 : ε 0 = e k₀) :
    H k₀ *ᵥ (Pc *ᵥ φ') - e k₀ • (Pc *ᵥ φ') = -(Complex.I • (Pc *ᵥ u')) := by
  have h0 : H k₀ + ((0 : ℝ) : ℂ) • X = H k₀ := by simp
  -- the Sternheimer equation with the field strength as parameter
  have hS := sternheimer (Pc := Pc) hφ (by simpa only [h0] using hc) (by rw [hφ0, hu])
  simp only [h0, hφ0, hε0] at hS
  rw [hS, (position_from_k_derivative hb hP hc hu hinj hX).2]
```

## A dispersive two-band example

A small model shows that condition (1) allows a band with non-zero slope. Take the Hermitian matrix

$$H(k)=\begin{pmatrix}k^2+k&-k\\-k&1+k\end{pmatrix}.$$

```lean
/-- A Hermitian two-band matrix, polynomial in `k`. -/
def modelH (k : ℝ) : Matrix (Fin 2) (Fin 2) ℂ :=
  !![(k : ℂ) * k + k, -(k : ℂ); -(k : ℂ), 1 + (k : ℂ)]
```

Its eigenvector $u(k)=(1,k)$ has energy $e(k)=k$: the first row gives $k^2+k-k^2=k$, the second $-k+k+k^2=k\cdot k$. The normalised vector is $u(k)/\sqrt{1+k^2}$, which has the same value and the same first derivative at $k=0$.

```lean
/-- The vector `(1, k)`. -/
def modelU (k : ℝ) : Fin 2 → ℂ := ![1, (k : ℂ)]
```

At $k_0=0$ the Hamiltonian is $\mathrm{diag}(0,1)$, and $P_c$ projects on the second basis state, which has energy $1$.

```lean
/-- The projector on the second basis state. -/
def modelP : Matrix (Fin 2) (Fin 2) ℂ := !![0, 0; 0, 1]
```

The position matrix couples the two states:

$$X=\begin{pmatrix}0&-i\\i&0\end{pmatrix}.$$

```lean
/-- A Hermitian matrix that couples the two basis states. -/
def modelX : Matrix (Fin 2) (Fin 2) ℂ := !![0, -Complex.I; Complex.I, 0]
```

The derivatives at $k_0=0$ are

$$H'=\begin{pmatrix}1&-1\\-1&1\end{pmatrix},\qquad u'=(0,1),\qquad e'=1.$$

Hence $P_cH'u=(0,-1)$. On the other side, $[H,X]u=(0,i)$, so $i\,P_c[H,X]u=(0,-1)$ as well, and (1) holds. Both sides of the position formula equal $(0,i)$. Since the slope is $1$, no matrix $X$ could satisfy the full relation $H'=i[H,X]$ here.

The theorem verifies the hypotheses in the order in which `position_from_k_derivative` lists them. The derivatives come from the product and sum rules, and the matrix identities are checked component by component. For injectivity, $P_cw=w$ gives $w_0=0$, and $H(0)w=0$ gives $w_1=0$, with components numbered from zero as in Lean.

```lean
/-- The two-band model with energy `e(k) = k` meets all hypotheses of
`position_from_k_derivative` at `k₀ = 0`. -/
theorem position_from_k_derivative_witness :
    BandDeriv modelH modelU (fun k => (k : ℂ)) !![1, -1; -1, 1] ![0, 1] 1 0 ∧
    modelP * modelP = modelP ∧ modelP * modelH 0 = modelH 0 * modelP ∧
    modelP *ᵥ modelU 0 = 0 ∧
    (∀ w, modelP *ᵥ w = w → modelH 0 *ᵥ w = ((0 : ℝ) : ℂ) • w → w = 0) ∧
    modelP *ᵥ (!![1, -1; -1, 1] *ᵥ modelU 0) = Complex.I •
      (modelP *ᵥ ((modelH 0 * modelX - modelX * modelH 0) *ᵥ modelU 0)) := by
  have hk : HasDerivAt (fun k : ℝ => (k : ℂ)) 1 0 := by
    simpa using (hasDerivAt_id (0 : ℝ)).ofReal_comp
  refine ⟨⟨Eventually.of_forall fun k => ?_, ?_, ?_, hk⟩, ?_, ?_, ?_, ?_, ?_⟩
  · ext i
    fin_cases i <;> simp [modelH, modelU, Matrix.mulVec, dotProduct, Fin.sum_univ_succ]
    ring
  · intro i j
    fin_cases i <;> fin_cases j
    · simpa [modelH] using (hk.fun_mul hk).fun_add hk
    · simpa [modelH] using hk.fun_neg
    · simpa [modelH] using hk.fun_neg
    · simpa [modelH] using hk.const_add 1
  · exact Fin.forall_fin_two.2 ⟨hasDerivAt_const (0 : ℝ) (1 : ℂ), hk⟩
  · ext i j
    fin_cases i <;> fin_cases j <;> simp [modelP, Matrix.mul_apply, Fin.sum_univ_succ]
  · ext i j
    fin_cases i <;> fin_cases j <;> simp [modelP, modelH, Matrix.mul_apply, Fin.sum_univ_succ]
  · ext i
    fin_cases i <;> simp [modelP, modelU, Matrix.mulVec, dotProduct, Fin.sum_univ_succ]
  · intro w h1 h2
    have a : w 0 = 0 := by
      simpa [modelP, Matrix.mulVec, dotProduct, Fin.sum_univ_succ] using (congrFun h1 0).symm
    have b : w 1 = 0 := by
      simpa [modelH, Matrix.mulVec, dotProduct, Fin.sum_univ_succ] using congrFun h2 1
    exact funext (Fin.forall_fin_two.2 ⟨a, b⟩)
  · ext i
    fin_cases i <;> simp [modelP, modelH, modelX, modelU, Matrix.mulVec, dotProduct,
      Fin.sum_univ_succ]

end ElectricFieldPerturbation
```

```lean
#print axioms ElectricFieldPerturbation.position_from_k_derivative
-- 'ElectricFieldPerturbation.position_from_k_derivative' depends on axioms: [propext, Classical.choice, Quot.sound]
#print axioms ElectricFieldPerturbation.position_of_full_commutator
-- 'ElectricFieldPerturbation.position_of_full_commutator' depends on axioms: [propext, Classical.choice, Quot.sound]
#print axioms ElectricFieldPerturbation.full_commutator_flat
-- 'ElectricFieldPerturbation.full_commutator_flat' depends on axioms: [propext, Classical.choice, Quot.sound]
#print axioms ElectricFieldPerturbation.field_response
-- 'ElectricFieldPerturbation.field_response' depends on axioms: [propext, Classical.choice, Quot.sound]
```
